# The partial sums of $\sum_n \sin(nx)/n$ are bounded by $1+\pi$ for every cutoff and every real $x$

For the truncated series $\sum_{n=1}^N \sin(nx)/n$, estimating each mode by $|\sin(nx)|\le 1$ gives the bound $\sum_{n=1}^N 1/n$, which grows without limit in the cutoff $N$. That estimate cannot exclude that the ripples near the jump of the sawtooth grow as modes are added. Away from its jump, a sawtooth potential represents a uniform electric field in a periodic cell, and for this one-dimensional pure sine series the theorem below bounds the truncated plane-wave expansion independently of $N$. It gives boundedness of the Gibbs oscillations, not their height: convergence to the sawtooth, the size of the overshoot and the optimal constant are not among the checked statements.

## The sums

In Lean 4 with Mathlib:

```lean
import Mathlib

open Real Finset Filter

namespace SawtoothBound

noncomputable section
```

These lines load Mathlib and allow short names such as `sin`, `π` and `range`.

```lean
/-- Truncated sine series `∑_{n=1}^N a_n sin(n x)`. -/
def sineSum (a : ℕ → ℝ) (N : ℕ) (x : ℝ) : ℝ :=
  ∑ n ∈ range N, a (n + 1) * sin (((n : ℝ) + 1) * x)
```

The type `ℕ → ℝ` is a real sequence of amplitudes $a_n$, and `a (n + 1)` is $a_{n+1}$. Since `range N` is $\{0,\dots,N-1\}$, the mode number is `n + 1`, and
$$S_N(x)=\sum_{n=1}^N a_n\sin(nx),$$
with period $2\pi$ in the dimensionless coordinate $x$. The value $a_0$ never enters, and $S_0=0$.

```lean
/-- Sawtooth partial sum `∑_{n=1}^N sin(n x) / n`. -/
def sawtoothSum (N : ℕ) (x : ℝ) : ℝ :=
  ∑ n ∈ range N, sin (((n : ℝ) + 1) * x) / ((n : ℝ) + 1)
```

This is the case $a_n=1/n$.

## High modes cancel

```lean
/-- A sine mode times `2 sin(x/2)` is a difference of cosines with half-shifted wave numbers. -/
theorem two_sin_half_mul_sin (x t : ℝ) :
    2 * sin (x / 2) * sin ((t + 1) * x)
      = cos ((t + 1 / 2) * x) - cos ((t + 1 + 1 / 2) * x) := by
  have e1 : (t + 1 / 2) * x = (t + 1) * x - x / 2 := by ring
  have e2 : (t + 1 + 1 / 2) * x = (t + 1) * x + x / 2 := by ring
  rw [e1, e2, cos_sub, cos_add]
  ring
```

For real $x,t$,
$$2\sin\tfrac x2\,\sin((t+1)x)=\cos\big((t+\tfrac12)x\big)-\cos\big((t+\tfrac32)x\big).$$
With $A=(t+1)x$ the right side is $\cos(A-\tfrac x2)-\cos(A+\tfrac x2)$; `e1` and `e2` put the arguments in this form, and `cos_sub`, `cos_add` expand them.

```lean
/-- Summation by parts: for non-increasing weights `b_k ≥ 0` and `|c_k| ≤ 1`, the weighted sum
of the differences `c_k - c_{k+1}` has absolute value at most `2 b_0`. -/
theorem abel_bound (b c : ℕ → ℝ) (hb : ∀ k, b (k + 1) ≤ b k) (hb0 : ∀ k, 0 ≤ b k)
    (hc : ∀ k, |c k| ≤ 1) (K : ℕ) :
    |∑ k ∈ range K, b k * (c k - c (k + 1))| ≤ 2 * b 0 := by
  -- up to boundary terms, each step adds `-(b_k - b_{k+1}) c_{k+1}`
  have step : ∀ L, |∑ k ∈ range L, b k * (c k - c (k + 1)) + b L * c L - b 0 * c 0|
      ≤ b 0 - b L := by
    intro L
    induction L with
    | zero => simp
    | succ L ih =>
      rw [sum_range_succ]
      have h1 := abs_le.mp ih
      have h2 := abs_le.mp (hc (L + 1))
      have h3 : 0 ≤ b L - b (L + 1) := sub_nonneg.2 (hb L)
      have p1 := mul_nonneg h3 (show 0 ≤ 1 - c (L + 1) by linarith [h2.2])
      have p2 := mul_nonneg h3 (show 0 ≤ 1 + c (L + 1) by linarith [h2.1])
      rw [abs_le]
      constructor <;> nlinarith [h1.1, h1.2]
  have h := abs_le.mp (step K)
  have hK := abs_le.mp (hc K)
  have h0 := abs_le.mp (hc 0)
  have p1 := mul_nonneg (hb0 K) (show 0 ≤ 1 - c K by linarith [hK.2])
  have p2 := mul_nonneg (hb0 K) (show 0 ≤ 1 + c K by linarith [hK.1])
  have p3 := mul_nonneg (hb0 0) (show 0 ≤ 1 - c 0 by linarith [h0.2])
  have p4 := mul_nonneg (hb0 0) (show 0 ≤ 1 + c 0 by linarith [h0.1])
  rw [abs_le]
  constructor <;> nlinarith [h.1, h.2]
```

The items `hb`, `hb0` and `hc` are the hypotheses $b_{k+1}\le b_k$, $b_k\ge0$ and $|c_k|\le1$. The claim is $\big|\sum_{k=0}^{K-1} b_k(c_k-c_{k+1})\big|\le 2b_0$. Define
$$R_L=\sum_{k=0}^{L-1} b_k(c_k-c_{k+1})+b_Lc_L-b_0c_0 .$$
Then $R_0=0$ and $R_{L+1}-R_L=-(b_L-b_{L+1})c_{L+1}$, of size at most $b_L-b_{L+1}$. These increments telescope to $|R_L|\le b_0-b_L$, which is `step`, proved by induction on $L$. The sum equals $R_K-b_Kc_K+b_0c_0$, so it is at most $(b_0-b_K)+b_K+b_0$ in size. The tactic `nlinarith` combines these inequalities from non-negative products such as $b_K(1\mp c_K)$, named `p1` and `p2`.

```lean
/-- High modes: for non-increasing amplitudes `a_n ≥ 0`, the contribution of the modes
`M+1, ..., M+K` times `|sin(x/2)|` is at most `a_{M+1}` in absolute value. -/
theorem tail_bound (a : ℕ → ℝ) (hanti : ∀ n, 1 ≤ n → a (n + 1) ≤ a n)
    (hpos : ∀ n, 1 ≤ n → 0 ≤ a n) (M K : ℕ) (x : ℝ) :
    |sin (x / 2)| * |sineSum a (M + K) x - sineSum a M x| ≤ a (M + 1) := by
  have hs : 2 * sin (x / 2) * (sineSum a (M + K) x - sineSum a M x)
      = ∑ k ∈ range K, a (M + k + 1) * (cos ((((M + k : ℕ) : ℝ) + 1 / 2) * x)
          - cos ((((M + (k + 1) : ℕ) : ℝ) + 1 / 2) * x)) := by
    unfold sineSum
    rw [sum_range_add, add_sub_cancel_left, mul_sum]
    refine sum_congr rfl fun k _ => ?_
    have e : ((M + (k + 1) : ℕ) : ℝ) = ((M + k : ℕ) : ℝ) + 1 := by
      push_cast
      ring
    have h := two_sin_half_mul_sin x ((M + k : ℕ) : ℝ)
    rw [e, ← h]
    ring
  have key : |2 * sin (x / 2) * (sineSum a (M + K) x - sineSum a M x)| ≤ 2 * a (M + 1) := by
    rw [hs]
    exact abel_bound (fun k => a (M + k + 1))
      (fun k => cos ((((M + k : ℕ) : ℝ) + 1 / 2) * x))
      (fun k => hanti (M + k + 1) (by omega)) (fun k => hpos (M + k + 1) (by omega))
      (fun k => abs_cos_le_one _) K
  rw [abs_mul, abs_mul, abs_two] at key
  linarith
```

For amplitudes that are non-negative (`hpos`) and non-increasing (`hanti`) from $n=1$ on,
$$\big|\sin\tfrac x2\big|\,\big|S_{M+K}(x)-S_M(x)\big|\le a_{M+1}.$$
Multiplying the modes $M+1,\dots,M+K$ by $2\sin\frac x2$ gives $\sum_{k=0}^{K-1}b_k(c_k-c_{k+1})$ with $b_k=a_{M+k+1}$ and $c_k=\cos((M+k+\frac12)x)$; this is `hs`. Then `abel_bound` gives $2b_0=2a_{M+1}$ in `key`, and the factor 2 cancels.

## Low modes are small

```lean
/-- Low modes: if `a_n ≥ 0` and `n a_n ≤ C`, the sum of the first `M` modes has absolute value
at most `M C |x|`. -/
theorem head_bound (a : ℕ → ℝ) (C : ℝ) (hpos : ∀ n, 1 ≤ n → 0 ≤ a n)
    (hC : ∀ n : ℕ, 1 ≤ n → (n : ℝ) * a n ≤ C) (M : ℕ) (x : ℝ) :
    |sineSum a M x| ≤ M * (C * |x|) := by
  have term : ∀ n : ℕ, |a (n + 1) * sin (((n : ℝ) + 1) * x)| ≤ C * |x| := by
    intro n
    have ha := hpos (n + 1) (by omega)
    have hc := hC (n + 1) (by omega)
    push_cast at hc
    have h0 : |sin (((n : ℝ) + 1) * x)| ≤ |((n : ℝ) + 1) * x| := Real.abs_sin_le_abs
    rw [abs_mul, abs_of_nonneg (by positivity : (0 : ℝ) ≤ (n : ℝ) + 1)] at h0
    rw [abs_mul, abs_of_nonneg ha]
    calc a (n + 1) * |sin (((n : ℝ) + 1) * x)|
        ≤ a (n + 1) * (((n : ℝ) + 1) * |x|) := mul_le_mul_of_nonneg_left h0 ha
      _ = (((n : ℝ) + 1) * a (n + 1)) * |x| := by ring
      _ ≤ C * |x| := mul_le_mul_of_nonneg_right hc (abs_nonneg x)
  calc |sineSum a M x| ≤ ∑ n ∈ range M, |a (n + 1) * sin (((n : ℝ) + 1) * x)| :=
        abs_sum_le_sum_abs _ _
    _ ≤ ∑ _n ∈ range M, C * |x| := sum_le_sum fun n _ => term n
    _ = M * (C * |x|) := by simp
```

The new hypothesis `hC` is $na_n\le C$ for $n\ge1$: the amplitudes fall at least as fast as $C/n$, the decay typical of a function with a jump, and $C$ sets the scale. From $|\sin y|\le|y|$, each mode obeys $a_n|\sin(nx)|\le na_n|x|\le C|x|$, which is `term`. The closing `calc` block, a chain of inequalities each justified after `:=`, applies the triangle inequality over $M$ modes to get $|S_M(x)|\le MC|x|$.

## The bound $C(1+\pi)$

```lean
/-- For non-increasing `a_n ≥ 0` with `n a_n ≤ C` and `0 ≤ x ≤ π`, every truncated sine series
has absolute value at most `C (1 + π)`. -/
theorem sineSum_bound_half_period (a : ℕ → ℝ) (C : ℝ)
    (hanti : ∀ n, 1 ≤ n → a (n + 1) ≤ a n) (hpos : ∀ n, 1 ≤ n → 0 ≤ a n)
    (hC : ∀ n : ℕ, 1 ≤ n → (n : ℝ) * a n ≤ C) (N : ℕ) (x : ℝ) (hx0 : 0 ≤ x) (hxπ : x ≤ π) :
    |sineSum a N x| ≤ C * (1 + π) := by
  have hC0 : 0 ≤ C := (mul_nonneg (Nat.cast_nonneg 1) (hpos 1 le_rfl)).trans (hC 1 le_rfl)
  have hCπ : 0 ≤ C * π := mul_nonneg hC0 pi_pos.le
  -- modes with `n x ≤ 1` contribute at most `C`
  have low : ∀ L : ℕ, (L : ℝ) * x ≤ 1 → |sineSum a L x| ≤ C := by
    intro L hL
    have h := head_bound a C hpos hC L x
    rw [abs_of_nonneg hx0] at h
    have := mul_le_mul_of_nonneg_left hL hC0
    nlinarith
  rcases hx0.eq_or_lt with h0 | hx
  · have := low N (by rw [← h0]; simp)
    linarith
  -- split at the mode number `M = ⌊1/x⌋`
  obtain ⟨M, hM1, hM2⟩ : ∃ M : ℕ, (M : ℝ) * x ≤ 1 ∧ 1 < ((M : ℝ) + 1) * x :=
    ⟨⌊1 / x⌋₊, (le_div_iff₀ hx).1 (Nat.floor_le (by positivity)),
      (div_lt_iff₀ hx).1 (Nat.lt_floor_add_one (1 / x))⟩
  rcases le_total N M with hNM | hMN
  · have hr : (N : ℝ) ≤ M := by exact_mod_cast hNM
    have := low N ((mul_le_mul_of_nonneg_right hr hx0).trans hM1)
    linarith
  obtain ⟨K, rfl⟩ := Nat.exists_eq_add_of_le hMN
  -- Jordan's inequality `sin(x/2) ≥ x/π`
  have hj : x ≤ π * |sin (x / 2)| := by
    have h : 2 / π * (x / 2) ≤ sin (x / 2) := Real.mul_le_sin (by linarith) (by linarith)
    have hπ := pi_ne_zero
    have e : π * (2 / π * (x / 2)) = x := by field_simp
    calc x = π * (2 / π * (x / 2)) := e.symm
      _ ≤ π * |sin (x / 2)| := mul_le_mul_of_nonneg_left (h.trans (le_abs_self _)) pi_pos.le
  have ht := tail_bound a hanti hpos M K x
  have hc := hC (M + 1) (by omega)
  push_cast at hc
  have hM0 : (0 : ℝ) ≤ (M : ℝ) + 1 := by positivity
  have hT0 := abs_nonneg (sineSum a (M + K) x - sineSum a M x)
  have htri := abs_sub_abs_le_abs_sub (sineSum a (M + K) x) (sineSum a M x)
  generalize |sineSum a (M + K) x - sineSum a M x| = T at ht hT0 htri
  have hT : T ≤ π * C :=
    calc T ≤ (((M : ℝ) + 1) * x) * T := le_mul_of_one_le_left hT0 hM2.le
      _ ≤ (((M : ℝ) + 1) * (π * |sin (x / 2)|)) * T :=
        mul_le_mul_of_nonneg_right (mul_le_mul_of_nonneg_left hj hM0) hT0
      _ = π * (((M : ℝ) + 1) * (|sin (x / 2)| * T)) := by ring
      _ ≤ π * (((M : ℝ) + 1) * a (M + 1)) :=
        mul_le_mul_of_nonneg_left (mul_le_mul_of_nonneg_left ht hM0) pi_pos.le
      _ ≤ π * C := mul_le_mul_of_nonneg_left hc pi_pos.le
  have := low M hM1
  linarith
```

Under all three hypotheses and $0\le x\le\pi$, $|S_N(x)|\le C(1+\pi)$. First, $C\ge a_1\ge0$. The statement `low` says that $Lx\le1$ implies $|S_L(x)|\le C$, which settles $x=0$. For $x>0$ take $M=\lfloor 1/x\rfloor$, so that $Mx\le1<(M+1)x$; for $x>1$ this is $M=0$. If $N\le M$, then $Nx\le1$ and `low` suffices. Otherwise $N=M+K$, and with $T=|S_{M+K}(x)-S_M(x)|$,
$$T\le (M+1)x\,T\le \pi(M+1)\big|\sin\tfrac x2\big|\,T\le\pi(M+1)a_{M+1}\le\pi C .$$
The second step is Jordan's inequality $\sin y\ge 2y/\pi$ on $[0,\pi/2]$ at $y=x/2$ (`hj`), the third is `tail_bound`, and the chain is `hT`. Finally $|S_N|\le|S_M|+T\le C+\pi C$.

```lean
/-- For non-increasing `a_n ≥ 0` with `n a_n ≤ C`, the truncated sine series has absolute value
at most `C (1 + π)` for every cutoff `N` and every real `x`. -/
theorem sineSum_bound (a : ℕ → ℝ) (C : ℝ)
    (hanti : ∀ n, 1 ≤ n → a (n + 1) ≤ a n) (hpos : ∀ n, 1 ≤ n → 0 ≤ a n)
    (hC : ∀ n : ℕ, 1 ≤ n → (n : ℝ) * a n ≤ C) (N : ℕ) (x : ℝ) :
    |sineSum a N x| ≤ C * (1 + π) := by
  have hπ := pi_ne_zero
  obtain ⟨u, rfl⟩ : ∃ u, x = 2 * π * u := ⟨x / (2 * π), by field_simp⟩
  -- shift by whole periods into `[-π, π]`
  have hper : sineSum a N (2 * π * u - (round u : ℤ) * (2 * π)) = sineSum a N (2 * π * u) := by
    refine sum_congr rfl fun n _ => ?_
    have e : ((n : ℝ) + 1) * (2 * π * u - (round u : ℤ) * (2 * π))
        = ((n : ℝ) + 1) * (2 * π * u) - ((((n : ℤ) + 1) * round u : ℤ) : ℝ) * (2 * π) := by
      push_cast
      ring
    rw [e, Real.sin_sub_int_mul_two_pi]
  have hr := abs_le.mp (abs_sub_round u)
  have h1 : -π ≤ 2 * π * u - (round u : ℤ) * (2 * π) := by nlinarith [pi_pos, hr.1]
  have h2 : 2 * π * u - (round u : ℤ) * (2 * π) ≤ π := by nlinarith [pi_pos, hr.2]
  rw [← hper]
  generalize 2 * π * u - (round u : ℤ) * (2 * π) = y at h1 h2
  rcases le_total 0 y with hy | hy
  · exact sineSum_bound_half_period a C hanti hpos hC N y hy h2
  · -- the series is odd in `x`
    have hodd : sineSum a N (-y) = -sineSum a N y := by
      simp [sineSum, mul_neg, sin_neg, sum_neg_distrib]
    have h := sineSum_bound_half_period a C hanti hpos hC N (-y) (by linarith) (by linarith)
    rwa [hodd, abs_neg] at h
```

The same bound holds for every real $x$. Write $x=2\pi u$ and let $r$ be the nearest integer to $u$, `round u`. Then $y=x-2\pi r$ lies in $[-\pi,\pi]$ because $|u-r|\le\frac12$, and $S_N(y)=S_N(x)$ because the phase of mode $n$ shifts by $2\pi nr$ (`hper`). For $y\ge0$ the previous theorem applies directly. For $y\le0$ it applies to $-y$, and $S_N(-y)=-S_N(y)$ (`hodd`). The three conditions on $a_n$ are assumed, so the theorem does not apply directly to series with sign-changing or non-monotone amplitudes, or with cosine terms. The alternating sum $\sum_{n=1}^N(-1)^{n+1}\sin(nx)/n$, whose sawtooth jumps at $x=\pi$, still obeys the bound $1+\pi$, because it equals $\sum_{n=1}^N\sin(ny)/n$ at $y=\pi-x$.

## Filtered and unfiltered sawtooth

```lean
/-- With any non-increasing spectral filter `0 ≤ w_n ≤ 1`, the filtered sawtooth sum
`∑_{n=1}^N w_n sin(n x) / n` has absolute value at most `1 + π`. -/
theorem filtered_sawtooth_bound (w : ℕ → ℝ) (hanti : ∀ n, 1 ≤ n → w (n + 1) ≤ w n)
    (hpos : ∀ n, 1 ≤ n → 0 ≤ w n) (hle : ∀ n, 1 ≤ n → w n ≤ 1) (N : ℕ) (x : ℝ) :
    |sineSum (fun n => w n / (n : ℝ)) N x| ≤ 1 + π := by
  have h := sineSum_bound (fun n => w n / (n : ℝ)) 1 ?_ ?_ ?_ N x
  · rwa [one_mul] at h
  · intro n hn
    have hn0 : (0 : ℝ) < n := by exact_mod_cast hn
    show w (n + 1) / ((n + 1 : ℕ) : ℝ) ≤ w n / (n : ℝ)
    push_cast
    rw [div_le_div_iff₀ (by positivity) hn0]
    nlinarith [mul_nonneg (sub_nonneg.2 (hanti n hn)) hn0.le, hpos n hn]
  · intro n hn
    exact div_nonneg (hpos n hn) (Nat.cast_nonneg n)
  · intro n hn
    have hn0 : (n : ℝ) ≠ 0 := by exact_mod_cast (by omega : n ≠ 0)
    have e : (n : ℝ) * (w n / (n : ℝ)) = w n := by field_simp
    exact e.le.trans (hle n hn)
```

The weights $w_n$ form a low-pass filter: $0\le w_n\le1$, non-increasing, so that higher modes are damped at least as much as lower ones. The claim is $\big|\sum_{n=1}^N w_n\sin(nx)/n\big|\le1+\pi$. The proof uses `sineSum_bound` with $a_n=w_n/n$ and $C=1$; each `?_` is a hypothesis deferred to a bullet below. Monotonicity is $nw_{n+1}\le nw_n\le(n+1)w_n$, positivity is immediate, and $na_n=w_n\le1$.

```lean
/-- The sawtooth partial sums are bounded by `1 + π` for all `N` and all real `x`, while the
sum `∑_{n=1}^N 1/n` of their coefficients tends to infinity. -/
theorem sawtooth_uniformly_bounded :
    (∀ (N : ℕ) (x : ℝ), |sawtoothSum N x| ≤ 1 + π) ∧
      Tendsto (fun N : ℕ => ∑ n ∈ range N, 1 / ((n : ℝ) + 1)) atTop atTop := by
  refine ⟨fun N x => ?_, Real.tendsto_sum_range_one_div_nat_succ_atTop⟩
  have e : sawtoothSum N x = sineSum (fun n => (1 : ℝ) / (n : ℝ)) N x := by
    unfold sawtoothSum sineSum
    refine sum_congr rfl fun n _ => ?_
    push_cast
    ring
  rw [e]
  exact filtered_sawtooth_bound (fun _ => 1) (fun _ _ => le_rfl) (fun _ _ => zero_le_one)
    (fun _ _ => le_rfl) N x

end

end SawtoothBound
```

The symbol `∧` joins two statements. The first is $\big|\sum_{n=1}^N\sin(nx)/n\big|\le1+\pi$ for all $N\ge0$ and all real $x$: step `e` identifies `sawtoothSum` with `sineSum` at $a_n=1/n$, and the filter $w_n=1$ gives the bound. In the second, `Tendsto` with `atTop atTop` means that $\sum_{n=1}^N1/n\to+\infty$ as $N\to\infty$, taken from Mathlib as `Real.tendsto_sum_range_one_div_nat_succ_atTop`.

```lean
#print axioms SawtoothBound.sawtooth_uniformly_bounded
```

```
'SawtoothBound.sawtooth_uniformly_bounded' depends on axioms: [propext, Classical.choice, Quot.sound]
```
